# A size-consistent global interpolation bounded by −z and 0 at all positive arguments cannot depend on the second-order slope

The correlation energy is modelled as a function \(f(z,d)\) of two totals for the whole system: the drop \(z>0\) of the adiabatic-connection integrand from weak to strong coupling, and the magnitude \(d>0\) of its initial slope. If \(f\) is additive over separated fragments and satisfies \(-z\le f(z,d)\le 0\) for all positive arguments, then \(f(z,d)=-cz\) with one fixed \(c\in[0,1]\).

```lean
import Mathlib

open Filter Topology

namespace SizeConsistentInterpolation

noncomputable section

variable {D : Type*} [AddCommGroup D] [PartialOrder D]

/-- Size consistency: the energy of two separated fragments, whose ingredients add,
is the sum of the fragment energies. -/
def SizeConsistent (f : ℝ → D → ℝ) : Prop :=
  ∀ (z w : ℝ) (d e : D), 0 < z → 0 < w → 0 < d → 0 < e →
    f (z + w) (d + e) = f z d + f w e

/-- Coupling bounds: the correlation energy lies between `-z` and zero, where `z` is the
drop of the adiabatic-connection integrand from weak to strong coupling. -/
def CouplingBounds (f : ℝ → D → ℝ) : Prop :=
  ∀ (z : ℝ) (d : D), 0 < z → 0 < d → -z ≤ f z d ∧ f z d ≤ 0

/-- A size-consistent interpolation within the coupling bounds takes the same value for any
two positive values of its second ingredient. -/
theorem independent_of_slope {f : ℝ → D → ℝ} (hf : SizeConsistent f)
    (hb : CouplingBounds f) {z : ℝ} {d e : D} (hz : 0 < z) (hd : 0 < d) (he : 0 < e) :
    f z d = f z e := by
  -- exchange the second ingredients between the system and a small fragment `w`
  have key : ∀ w : ℝ, 0 < w → |f z d - f z e| ≤ w := by
    intro w hw
    have h1 := hf z w d e hz hw hd he
    have h2 := hf z w e d hz hw he hd
    rw [add_comm e d] at h2
    obtain ⟨h3, h4⟩ := hb w d hw hd
    obtain ⟨h5, h6⟩ := hb w e hw he
    rw [abs_le]
    constructor <;> linarith
  by_contra hne
  have hpos : 0 < |f z d - f z e| := abs_pos.mpr (sub_ne_zero.mpr hne)
  have := key (|f z d - f z e| / 2) (by linarith)
  linarith

/-- An energy that is additive in `z > 0` and lies between `-z` and zero is proportional
to `z`. -/
theorem additive_bounded_linear {g : ℝ → ℝ}
    (hadd : ∀ z w : ℝ, 0 < z → 0 < w → g (z + w) = g z + g w)
    (hb : ∀ z : ℝ, 0 < z → -z ≤ g z ∧ g z ≤ 0) {z : ℝ} (hz : 0 < z) :
    g z = z * g 1 := by
  -- identical copies
  have hnat : ∀ (n : ℕ) (x : ℝ), 0 < x → g (((n : ℝ) + 1) * x) = ((n : ℝ) + 1) * g x := by
    intro n x hx
    induction n with
    | zero => simp
    | succ n ih =>
      have h := hadd (((n : ℝ) + 1) * x) x (by positivity) hx
      rw [ih] at h
      push_cast
      rw [show ((n : ℝ) + 1 + 1) * x = ((n : ℝ) + 1) * x + x by ring, h]
      ring
  -- fill up `n + 1` copies of `z` to a whole number of units; the remainder is at most one
  have key : ∀ n : ℕ, ((n : ℝ) + 1) * |g z - z * g 1| ≤ 1 := by
    intro n
    have hn : (0 : ℝ) < (n : ℝ) + 1 := by positivity
    have hy : 0 < ((n : ℝ) + 1) * z := mul_pos hn hz
    have h1 := hnat n z hz
    obtain ⟨y, hydef⟩ : ∃ y : ℝ, y = ((n : ℝ) + 1) * z := ⟨_, rfl⟩
    rw [← hydef] at hy h1
    have hk1 : ((⌊y⌋₊ : ℕ) : ℝ) ≤ y := Nat.floor_le hy.le
    have hk2 : y < ((⌊y⌋₊ : ℕ) : ℝ) + 1 := Nat.lt_floor_add_one y
    have h2 := hnat ⌊y⌋₊ 1 one_pos
    obtain ⟨r, hr⟩ : ∃ r : ℝ, r = ((⌊y⌋₊ : ℕ) : ℝ) + 1 - y := ⟨_, rfl⟩
    have hr0 : 0 < r := by linarith
    have h3 := hadd y r hy hr0
    rw [show y + r = (((⌊y⌋₊ : ℕ) : ℝ) + 1) * 1 by rw [hr]; ring, h2] at h3
    have h4 : ((n : ℝ) + 1) * (g z - z * g 1) = r * g 1 - g r := by
      linear_combination (-1 : ℝ) * h1 - h3 + g 1 * hydef - g 1 * hr
    obtain ⟨h5, h6⟩ := hb r hr0
    obtain ⟨h7, h8⟩ := hb 1 one_pos
    have h9 : -r ≤ r * g 1 := by nlinarith
    have h10 : r * g 1 ≤ 0 := by nlinarith
    rw [← abs_of_pos hn, ← abs_mul, h4, abs_le]
    constructor <;> linarith
  by_contra hne
  have hpos : 0 < |g z - z * g 1| := abs_pos.mpr (sub_ne_zero.mpr hne)
  obtain ⟨n, hn⟩ := exists_nat_gt (1 / |g z - z * g 1|)
  rw [div_lt_iff₀ hpos] at hn
  have := key n
  linarith

/-- No-go theorem: an interpolation is size consistent and within the coupling bounds exactly when
it is `-c z` for all positive arguments, with a fixed `c` in `[0, 1]`. The second ingredient may be
the real slope or an element of any ordered additive group. -/
theorem sizeConsistent_bounded_iff [IsOrderedAddMonoid D] (f : ℝ → D → ℝ) :
    (SizeConsistent f ∧ CouplingBounds f) ↔
      ∃ c : ℝ, 0 ≤ c ∧ c ≤ 1 ∧ ∀ (z : ℝ) (d : D), 0 < z → 0 < d → f z d = -c * z := by
  constructor
  · rintro ⟨hf, hb⟩
    by_cases hD : ∃ d₀ : D, 0 < d₀
    · obtain ⟨d₀, hd₀⟩ := hD
      -- at a fixed reference slope the energy is additive in `z` alone
      have hadd : ∀ z w : ℝ, 0 < z → 0 < w → f (z + w) d₀ = f z d₀ + f w d₀ := by
        intro z w hz hw
        rw [← hf z w d₀ d₀ hz hw hd₀ hd₀]
        exact independent_of_slope hf hb (add_pos hz hw) hd₀ (add_pos hd₀ hd₀)
      obtain ⟨h1, h2⟩ := hb 1 d₀ one_pos hd₀
      refine ⟨-f 1 d₀, by linarith, by linarith, ?_⟩
      intro z d hz hd
      have h3 : f z d₀ = z * f 1 d₀ :=
        additive_bounded_linear (g := fun x => f x d₀) hadd
          (fun x hx => hb x d₀ hx hd₀) hz
      rw [independent_of_slope hf hb hz hd hd₀, h3]
      ring
    · exact ⟨0, le_refl _, zero_le_one, fun z d _ hd => absurd ⟨d, hd⟩ hD⟩
  · rintro ⟨c, hc0, hc1, h⟩
    constructor
    · intro z w d e hz hw hd he
      rw [h _ _ (add_pos hz hw) (add_pos hd he), h z d hz hd, h w e hw he]
      ring
    · intro z d hz hd
      rw [h z d hz hd]
      constructor <;> nlinarith

/-- For a size-consistent interpolation within the coupling bounds and fixed `z > 0`, the ratio `f z
d / d` does not tend to a nonzero number `a` as `d` tends to zero from above. -/
theorem no_second_order_limit {f : ℝ → ℝ → ℝ} (hf : SizeConsistent f)
    (hb : CouplingBounds f) {z a : ℝ} (hz : 0 < z) (ha : a ≠ 0) :
    ¬ Tendsto (fun d => f z d / d) (𝓝[>] 0) (𝓝 a) := by
  intro hT
  obtain ⟨c, -, -, h⟩ := (sizeConsistent_bounded_iff f).mp ⟨hf, hb⟩
  have hid : Tendsto (fun d : ℝ => d) (𝓝[>] 0) (𝓝 0) :=
    tendsto_id.mono_left nhdsWithin_le_nhds
  -- multiplying by `d` shows that the constant energy `-c z` vanishes
  have h1 : Tendsto (fun _ : ℝ => -c * z) (𝓝[>] (0 : ℝ)) (𝓝 (a * 0)) := by
    refine (hT.mul hid).congr' ?_
    filter_upwards [self_mem_nhdsWithin] with d hd
    have hd' : (0 : ℝ) < d := hd
    rw [div_mul_cancel₀ _ hd'.ne', h z d hz hd']
  have h2 : -c * z = a * 0 := tendsto_nhds_unique tendsto_const_nhds h1
  have h3 : Tendsto (fun _ : ℝ => (0 : ℝ)) (𝓝[>] (0 : ℝ)) (𝓝 a) := by
    refine hT.congr' ?_
    filter_upwards [self_mem_nhdsWithin] with d hd
    rw [h z d hz hd, h2, mul_zero, zero_div]
  exact ha (tendsto_nhds_unique h3 tendsto_const_nhds)

/-- A rational interpolation between the weak- and strong-coupling limits. -/
def rationalInterpolation (z d : ℝ) : ℝ := -(z * d / (2 * z + d))

/-- The rational interpolation obeys the coupling bounds, is proportional to the number of
identical copies and behaves as `-d/2` for small slope, but it is not size consistent. -/
theorem rationalInterpolation_not_sizeConsistent :
    CouplingBounds rationalInterpolation ∧
    (∀ (n : ℕ) (z d : ℝ), 0 < n → 0 < z → 0 < d →
      rationalInterpolation (n * z) (n * d) = n * rationalInterpolation z d) ∧
    (∀ z : ℝ, 0 < z →
      Tendsto (fun d => rationalInterpolation z d / d) (𝓝[>] 0) (𝓝 (-(1 / 2)))) ∧
    ¬ SizeConsistent rationalInterpolation := by
  refine ⟨?_, ?_, ?_, ?_⟩
  · intro z d hz hd
    have hs : 0 < 2 * z + d := by positivity
    have h1 : z * d / (2 * z + d) ≤ z := by
      rw [div_le_iff₀ hs]
      nlinarith [mul_pos hz hz]
    have h2 : 0 ≤ z * d / (2 * z + d) := by positivity
    unfold rationalInterpolation
    constructor <;> linarith
  · intro n z d hn hz hd
    have hn' : (0 : ℝ) < n := by exact_mod_cast hn
    have hs : 2 * z + d ≠ 0 := by positivity
    unfold rationalInterpolation
    rw [show 2 * ((n : ℝ) * z) + n * d = n * (2 * z + d) by ring,
      show (n : ℝ) * z * (n * d) = n * (n * (z * d)) by ring,
      mul_div_mul_left _ _ hn'.ne', mul_div_assoc]
    ring
  · intro z hz
    have hne : 2 * z + 0 ≠ 0 := by linarith
    have hc : ContinuousAt (fun d : ℝ => -(z / (2 * z + d))) 0 :=
      (continuousAt_const.div (continuousAt_const.add continuousAt_id) hne).neg
    have hv : -(z / (2 * z + 0)) = -(1 / 2 : ℝ) := by
      rw [add_zero]
      field_simp
    have ht : Tendsto (fun d : ℝ => -(z / (2 * z + d))) (𝓝[>] 0) (𝓝 (-(1 / 2))) := by
      rw [← hv]
      exact hc.tendsto.mono_left nhdsWithin_le_nhds
    refine ht.congr' ?_
    filter_upwards [self_mem_nhdsWithin] with d hd
    have hd' : (0 : ℝ) < d := hd
    have hs : 2 * z + d ≠ 0 := by positivity
    unfold rationalInterpolation
    field_simp
  · intro h
    have h1 := h 1 1 1 2 one_pos one_pos one_pos two_pos
    norm_num [rationalInterpolation] at h1

/-- The energy `-d` is size consistent and is not positive for `d > 0`, but it violates the coupling
bounds. -/
theorem slope_only_violates_bounds :
    SizeConsistent (fun _ d : ℝ => -d) ∧
    (∀ d : ℝ, 0 < d → -d ≤ 0) ∧
    ¬ CouplingBounds (fun _ d : ℝ => -d) := by
  refine ⟨?_, ?_, ?_⟩
  · intro z w d e _ _ _ _
    ring
  · intro d hd
    linarith
  · intro h
    have h1 := (h 1 2 one_pos two_pos).1
    norm_num at h1

end

end SizeConsistentInterpolation
```

```lean
#print axioms SizeConsistentInterpolation.sizeConsistent_bounded_iff
-- 'SizeConsistentInterpolation.sizeConsistent_bounded_iff' depends on axioms: [propext, Classical.choice, Quot.sound]
#print axioms SizeConsistentInterpolation.no_second_order_limit
-- 'SizeConsistentInterpolation.no_second_order_limit' depends on axioms: [propext, Classical.choice, Quot.sound]
#print axioms SizeConsistentInterpolation.rationalInterpolation_not_sizeConsistent
-- 'SizeConsistentInterpolation.rationalInterpolation_not_sizeConsistent' depends on axioms: [propext, Classical.choice, Quot.sound]
#print axioms SizeConsistentInterpolation.slope_only_violates_bounds
-- 'SizeConsistentInterpolation.slope_only_violates_bounds' depends on axioms: [propext, Classical.choice, Quot.sound]
```

## Two conditions on \(f\), one surviving form

`SizeConsistent f` says that for all positive \(z,w,d,e\)

\[
f(z+w,\,d+e)=f(z,d)+f(w,e).
\]

One fragment has the ingredients \((z,d)\), the other \((w,e)\), and the separated pair has their sums. `CouplingBounds f` says that \(-z\le f(z,d)\le 0\) for all positive \(z\) and \(d\).

The theorem `sizeConsistent_bounded_iff` is an equivalence: both conditions hold exactly when there is a number \(c\) with \(0\le c\le 1\) and \(f(z,d)=-cz\) for all positive \(z\) and \(d\). Lean's `f` is also defined for zero and negative arguments, but nothing is assumed or concluded about it there.

The second ingredient has a general type `D`, an additive commutative group with a partial order that addition respects. The choice `D = ℝ` gives the slope itself. A list of real ingredients with the componentwise order is also allowed; `0 < d` then means that no entry is negative and at least one is positive. If `D` has no positive element, both sides of the equivalence hold vacuously.

## The coupling integrand behind \(z\) and \(d\)

Let \(W_\lambda\) be the adiabatic-connection integrand at coupling strength \(\lambda\), with \(W_0\) the exact exchange energy and \(W_\infty\) the strong-coupling limit. The correlation energy is

\[
E_c=\int_0^1 (W_\lambda-W_0)\,d\lambda .
\]

Set \(z=W_0-W_\infty\) and \(d=|W_0'|\), where the prime is the derivative with respect to \(\lambda\). If \(W_\lambda\) decreases from \(W_0\) towards \(W_\infty\), the integrand above lies between \(-z\) and \(0\), and so does \(E_c\). This is the physics that `CouplingBounds` stands for. For weak correlation \(W_\lambda\approx W_0-d\lambda\), which gives the second-order energy \(-d/2\).

The surviving form \(E_c=-cz\) means

\[
E_{xc}=W_0+E_c=(1-c)\,W_0+c\,W_\infty ,
\]

a fixed linear mixture of exact exchange and the strong-coupling limit. If the correlation energy is modelled as a function of these global totals, and size consistency and the coupling bounds are both imposed at all positive arguments, it therefore cannot depend on the second-order slope.

Several idealisations enter. The ingredients themselves are assumed to add over separated fragments. Both conditions are imposed for every positive pair \((z,d)\), whether or not some real system has those values; this suits a closed formula, which can be evaluated anywhere. Interpolations made point by point in space and then integrated are in general not functions of the totals, and the theorem does not apply to those that are not.

## Exchanging slopes removes \(d\)

Take two fragments with first ingredients \(z\) and \(w\), and give them the slopes \(d\) and \(e\) in either order. The totals are the same, so

\[
f(z,d)+f(w,e)=f(z+w,d+e)=f(z,e)+f(w,d),
\]

and therefore

\[
f(z,d)-f(z,e)=f(w,d)-f(w,e).
\]

Both terms on the right lie in \([-w,0]\), so their difference is at most \(w\) in magnitude. The left side does not contain \(w\), which can be any positive number. Hence \(f(z,d)=f(z,e)\).

This is `independent_of_slope`. Its inner statement `key` is the bound by \(w\): `h1` and `h2` are the two assignments of slopes, and `linarith` combines them with the coupling bounds. If the difference were nonzero, choosing \(w\) as half its magnitude would give a contradiction.

## Counting copies makes the energy linear in \(z\)

Fix a reference slope \(d_0\) and write \(g(z)=f(z,d_0)\). Since the slope no longer matters,

\[
g(z+w)=f(z+w,d_0)=f(z+w,d_0+d_0)=g(z)+g(w).
\]

It remains to show that \(g(z)=z\,g(1)\), which is `additive_bounded_linear`. Induction on the number of copies gives \(g((n+1)x)=(n+1)g(x)\) for \(n=0,1,2,\dots\) and \(x>0\); in the file this is `hnat`.

Now let \(y=(n+1)z\), let \(k\) be the integer part of \(y\), and let \(r=k+1-y\), so that \(0<r\le 1\). Then \(y+r=k+1\) is a whole number of units, and additivity gives

\[
(n+1)\,g(z)+g(r)=(k+1)\,g(1)=\big((n+1)z+r\big)\,g(1).
\]

Rearranged, this is

\[
(n+1)\,\big(g(z)-z\,g(1)\big)=r\,g(1)-g(r).
\]

By the bounds, \(r\,g(1)\) and \(g(r)\) both lie in \([-r,0]\), so the right side has magnitude at most \(r\le 1\). Thus

\[
|g(z)-z\,g(1)|\le\frac{1}{n+1}
\]

for every \(n\), and the difference is zero. In Lean the rearranged identity is `h4`, obtained by `linear_combination`, and `exists_nat_gt` supplies an \(n\) large enough to contradict a nonzero difference.

The main theorem then sets \(c=-f(1,d_0)\), and the bounds at \(z=1\) place \(c\) in \([0,1]\). For the converse, \(-c(z+w)=-cz-cw\) gives size consistency, and \(0\le c\le 1\) gives \(-z\le -cz\le 0\).

## No second-order limit

`no_second_order_limit` takes the slope to be real. For fixed \(z>0\) and any \(a\ne 0\), it states that \(f(z,d)/d\) does not tend to \(a\) as \(d\to 0^+\). The value \(a=-1/2\), which corresponds to the second-order energy \(-d/2\), is thereby excluded.

Suppose the limit were \(a\). Multiplying \(f(z,d)/d\) by \(d\) gives the constant \(-cz\), which must then tend to \(a\cdot 0=0\). So \(-cz=0\), the quotient vanishes for every \(d>0\), and \(a=0\), a contradiction. The proof follows this route, using uniqueness of limits twice.

## What happens when one condition is given up

The function `rationalInterpolation`,

\[
f(z,d)=-\frac{zd}{2z+d},
\]

keeps the bounds, because \(0\le d/(2z+d)\le 1\). It also has the right weak-coupling limit, since \(f(z,d)/d=-z/(2z+d)\to-1/2\). For \(n\ge 1\) identical copies it satisfies \(f(nz,nd)=n f(z,d)\), because the numerator gains a factor \(n^2\) and the denominator a factor \(n\). It still fails size consistency for fragments with different ratios \(d/z\). With \((z,d)=(1,1)\) and \((1,2)\),

\[
f(1,1)+f(1,2)=-\tfrac13-\tfrac12=-\tfrac56,
\qquad f(2,3)=-\tfrac67 .
\]

`slope_only_violates_bounds` gives up the lower bound instead. The energy \(-d\) is additive and never positive, but at \(z=1\), \(d=2\) it equals \(-2\), below the permitted \(-1\).

## Checking a dissociation curve

In a calculation, the violation can be computed from fragment data alone:

\[
\Delta=f(z_A+z_B,\,d_A+d_B)-f(z_A,d_A)-f(z_B,d_B),
\]

where \(A\) and \(B\) label the fragments. If the ingredients add, \(\Delta\) is the spurious correlation contribution to the interaction energy at infinite separation. In the example above it is \(-1/42\) in the energy unit used, an artificial binding.

A test on two identical fragments would report \(\Delta=0\) for the rational formula, so a code should be tested on fragments with different ratios \(d/z\). If the remaining energy terms also add over the fragments, subtracting \(\Delta\) from the computed interaction energy restores the correct zero at infinite separation for that choice of fragments, but it leaves \(f\) itself size inconsistent.
